# Purity of a number-conserving fermionic Gaussian state with number variance $V$ on finitely many modes: between $2^{-4V}$ and $e^{-2V}$

Q: You represent the state by its one-particle correlation matrix $C$, with entries $C_{ij}=\langle a_j^\dagger a_i\rangle$, and never build a density matrix $\rho$ on Fock space. Why is that still a statement about purity?

A: Without pairing terms, a Gaussian state is fixed by $C$. In its natural orbitals, the eigenvectors of $C$, it is a product of independent modes with occupations $c_i$. Each mode is filled with probability $c_i$ and empty with probability $1-c_i$, so

$$\mathrm{Tr}\,\rho^2=\prod_i\big(c_i^2+(1-c_i)^2\big)=\det\big(C^2+(1-C)^2\big),$$

$$V=\mathrm{Var}\,N=\sum_i c_i(1-c_i)=\mathrm{tr}(C-C^2).$$

The file takes the determinant and the trace as definitions; this link to $\rho$ is the physical input. The index type `n` labels a finite set of modes.

```lean
import Mathlib

open Matrix
open scoped ComplexOrder

namespace GaussianPurityBounds

noncomputable section

variable {n : Type*} [Fintype n] [DecidableEq n]

/-- The purity `det (C² + (1 - C)²)` of the fermionic Gaussian state with correlation matrix `C`. -/
def gaussianPurity (C : Matrix n n ℂ) : ℝ := (det (C * C + (1 - C) * (1 - C))).re

/-- The particle-number variance `tr (C - C²)` of the Gaussian state. -/
def numberVariance (C : Matrix n n ℂ) : ℝ := (trace (C - C * C)).re
```

Q: Both definitions take a real part. Could that hide an imaginary one?

A: No. For the matrices in question both complex numbers are real, as `det_and_trace_orbitalOp` shows below. It works with operators $U\,\mathrm{diag}(f)\,U^\dagger$, where $U$ is unitary and $f$ is real.

```lean
/-- The one-particle operator with real values `f` on the orbitals given by the columns of `U`. -/
def orbitalOp (U : Matrix n n ℂ) (f : n → ℝ) : Matrix n n ℂ :=
  U * diagonal (fun i => (f i : ℂ)) * Uᴴ
```

Conjugating back with $U$ recovers the diagonal matrix. Hence, for fixed $U$, equal operators have equal values, and products and complements can be taken orbital by orbital.

```lean
/-- In its own orbital basis the operator is diagonal. -/
theorem orbitalOp_compress {U : Matrix n n ℂ} (hU : Uᴴ * U = 1) (f : n → ℝ) :
    Uᴴ * orbitalOp U f * U = diagonal (fun i => (f i : ℂ)) := by
  calc Uᴴ * orbitalOp U f * U
      = (Uᴴ * U) * diagonal (fun i => (f i : ℂ)) * (Uᴴ * U) := by
        simp only [orbitalOp, Matrix.mul_assoc]
    _ = _ := by rw [hU, Matrix.one_mul, Matrix.mul_one]

/-- Two operators with the same orbitals agree exactly when their values agree. -/
theorem orbitalOp_inj {U : Matrix n n ℂ} (hU : Uᴴ * U = 1) {f g : n → ℝ} :
    orbitalOp U f = orbitalOp U g ↔ f = g := by
  constructor
  · intro h
    have h2 := orbitalOp_compress hU f
    rw [h, orbitalOp_compress hU g] at h2
    funext i
    have h3 := congrFun (congrFun h2 i) i
    simp only [diagonal_apply_eq] at h3
    exact (Complex.ofReal_injective h3).symm
  · rintro rfl
    rfl

/-- Products and the particle-hole complement `1 - C` act orbital by orbital. -/
theorem orbitalOp_calculus {U : Matrix n n ℂ} (hU : Uᴴ * U = 1) :
    (∀ f g : n → ℝ, orbitalOp U f * orbitalOp U g = orbitalOp U (fun i => f i * g i)) ∧
    (∀ f : n → ℝ, 1 - orbitalOp U f = orbitalOp U (fun i => 1 - f i)) := by
  constructor
  · intro f g
    calc orbitalOp U f * orbitalOp U g
        = U * diagonal (fun i => (f i : ℂ)) * (Uᴴ * U) * diagonal (fun i => (g i : ℂ)) * Uᴴ := by
          simp only [orbitalOp, Matrix.mul_assoc]
      _ = _ := by
          rw [hU, Matrix.mul_one, Matrix.mul_assoc U, diagonal_mul_diagonal]
          simp only [orbitalOp, Complex.ofReal_mul]
  · intro f
    have hU' : U * Uᴴ = 1 := mul_eq_one_comm.mp hU
    have hd : diagonal (fun i => ((1 - f i : ℝ) : ℂ)) = 1 - diagonal (fun i => (f i : ℂ)) := by
      ext i j
      by_cases h : i = j
      · subst h
        simp
      · simp [h]
    simp only [orbitalOp]
    rw [hd, Matrix.mul_sub, Matrix.sub_mul, Matrix.mul_one, hU']
```

Q: Where does the Pauli principle enter?

A: Through the second of the two hypotheses `C.PosSemidef` and `(1 - C).PosSemidef`; the first is positivity, which bosons share. Together they say $0\le C\le 1$ with $C$ Hermitian. For a normalised eigenvector $u_i$ they give $c_i=u_i^\dagger Cu_i\ge0$ and $1-c_i=u_i^\dagger(1-C)u_i\ge0$. The Lean proof takes $U$ from the spectral theorem and reads both inequalities off the diagonal.

```lean
/-- A correlation matrix with `0 ≤ C ≤ 1` has natural orbitals with occupations in `[0, 1]`. -/
theorem exists_natural_orbitals {C : Matrix n n ℂ} (hC : C.PosSemidef)
    (hC' : (1 - C).PosSemidef) :
    ∃ (U : Matrix n n ℂ) (c : n → ℝ),
      Uᴴ * U = 1 ∧ (∀ i, 0 ≤ c i ∧ c i ≤ 1) ∧ C = orbitalOp U c := by
  obtain ⟨U, c, hU, hCU⟩ : ∃ (U : Matrix n n ℂ) (c : n → ℝ),
      Uᴴ * U = 1 ∧ C = orbitalOp U c := by
    have hH := hC.isHermitian
    refine ⟨hH.eigenvectorUnitary, hH.eigenvalues,
      mem_unitaryGroup_iff'.mp hH.eigenvectorUnitary.2, ?_⟩
    have h := hH.spectral_theorem
    rw [Unitary.conjStarAlgAut_apply] at h
    exact h
  refine ⟨U, c, hU, ?_, hCU⟩
  -- positivity of `C` and of `1 - C`, read off in the orbital basis
  have hp := hC.conjTranspose_mul_mul_same U
  have hq := hC'.conjTranspose_mul_mul_same U
  rw [hCU, orbitalOp_compress hU, posSemidef_diagonal_iff] at hp
  rw [hCU, (orbitalOp_calculus hU).2, orbitalOp_compress hU, posSemidef_diagonal_iff] at hq
  intro i
  have h0 : 0 ≤ c i := Complex.zero_le_real.mp (hp i)
  have h1 : 0 ≤ 1 - c i := Complex.zero_le_real.mp (hq i)
  exact ⟨h0, by linarith⟩
```

Since $C^2+(1-C)^2$ has eigenvalues $c_i^2+(1-c_i)^2$, and $C-C^2$ has eigenvalues $c_i(1-c_i)$, the determinant is a product and the trace a sum. In Lean, `hdet` and `htr` say that conjugation by $U$ changes neither.

```lean
/-- The determinant and the trace are real: a product and a sum over the natural orbitals. -/
theorem det_and_trace_orbitalOp {U : Matrix n n ℂ} (hU : Uᴴ * U = 1) (c : n → ℝ) :
    det (orbitalOp U c * orbitalOp U c + (1 - orbitalOp U c) * (1 - orbitalOp U c))
      = ((∏ i, (c i ^ 2 + (1 - c i) ^ 2) : ℝ) : ℂ) ∧
    trace (orbitalOp U c - orbitalOp U c * orbitalOp U c)
      = ((∑ i, c i * (1 - c i) : ℝ) : ℂ) := by
  obtain ⟨hmul, hsub⟩ := orbitalOp_calculus hU
  have hU' : U * Uᴴ = 1 := mul_eq_one_comm.mp hU
  have hdet : ∀ M : Matrix n n ℂ, det (Uᴴ * M * U) = det M := by
    intro M
    have h := congrArg det hU
    rw [det_mul, det_one] at h
    rw [det_mul, det_mul]
    linear_combination det M * h
  have htr : ∀ M : Matrix n n ℂ, trace (Uᴴ * M * U) = trace M := by
    intro M
    rw [Matrix.trace_mul_comm, ← Matrix.mul_assoc, hU', Matrix.one_mul]
  constructor
  · rw [hsub, hmul, hmul, ← hdet, Matrix.mul_add, Matrix.add_mul, orbitalOp_compress hU,
      orbitalOp_compress hU, diagonal_add, det_diagonal]
    push_cast
    exact Finset.prod_congr rfl fun i _ => by ring
  · rw [hmul, ← htr, Matrix.mul_sub, Matrix.sub_mul, orbitalOp_compress hU,
      orbitalOp_compress hU, diagonal_sub, trace_diagonal]
    push_cast
    exact Finset.sum_congr rfl fun i _ => by ring
```

Q: I would like some evidence that this determinant really behaves like a purity.

A: Expand the product by choosing one term from each factor. Each choice is a set $S$ of filled orbitals:

$$\prod_i\big(c_i^2+(1-c_i)^2\big)=\sum_S\Big(\prod_{i\in S}c_i\prod_{i\notin S}(1-c_i)\Big)^2.$$

This is the sum of squared probabilities of all occupation patterns.

```lean
/-- The purity is the sum, over all sets `S` of orbitals, of the square of the product of `c i` over
`S` and `1 - c i` over the rest. For `c i` in `[0, 1]` that product is the probability that exactly
the orbitals in `S` are filled when each is filled independently with probability `c i`. -/
theorem purity_eq_sum_patterns {U : Matrix n n ℂ} (hU : Uᴴ * U = 1) (c : n → ℝ) :
    gaussianPurity (orbitalOp U c) = ∑ S ∈ (Finset.univ : Finset n).powerset,
      ((∏ i ∈ S, c i) * (∏ i ∈ Finset.univ \ S, (1 - c i))) ^ 2 := by
  rw [gaussianPurity, (det_and_trace_orbitalOp hU c).1, Complex.ofReal_re, Finset.prod_add]
  refine Finset.sum_congr rfl fun S _ => ?_
  simp only [mul_pow, Finset.prod_pow]
```

Q: And the bounds themselves?

A: They follow from one mode. Let its occupation be $x$ and put $v=x(1-x)$. Then $x^2+(1-x)^2=1-2v$, and $1-4v=(1-2x)^2\ge0$ gives $0\le v\le\tfrac14$.

For the upper bound, $1+y\le e^y$ at $y=-2v$ gives $1-2v\le e^{-2v}$, with equality only at $v=0$.

For the lower bound, Bernoulli's inequality $(1+s)^p\le1+ps$ holds for $0\le p\le1$ and $s\ge-1$. With $s=-\tfrac12$ and $p=4v$ it reads $2^{-4v}\le1-2v$. It is strict for $0<p<1$, so equality needs $v=0$ or $v=\tfrac14$, meaning $x\in\{0,\tfrac12,1\}$.

```lean
/-- The two purity bounds for a single mode of occupation `x`, with their equality cases. -/
theorem mode_bounds {x : ℝ} (h0 : 0 ≤ x) (h1 : x ≤ 1) :
    (2 : ℝ) ^ (-4 * (x * (1 - x))) ≤ x ^ 2 + (1 - x) ^ 2 ∧
    x ^ 2 + (1 - x) ^ 2 ≤ Real.exp (-2 * (x * (1 - x))) ∧
    (x ^ 2 + (1 - x) ^ 2 = (2 : ℝ) ^ (-4 * (x * (1 - x))) ↔ x * (1 - x) * (1 - 2 * x) = 0) ∧
    (x ^ 2 + (1 - x) ^ 2 = Real.exp (-2 * (x * (1 - x))) ↔ x * (1 - x) = 0) := by
  have hv0 : 0 ≤ x * (1 - x) := mul_nonneg h0 (by linarith)
  have hv1 : 4 * (x * (1 - x)) ≤ 1 := by nlinarith [sq_nonneg (1 - 2 * x)]
  have hq : x ^ 2 + (1 - x) ^ 2 = 1 - 2 * (x * (1 - x)) := by ring
  have hpow : (2 : ℝ) ^ (-4 * (x * (1 - x))) = (1 + (-1 / 2)) ^ (4 * (x * (1 - x))) := by
    rw [show -4 * (x * (1 - x)) = -(4 * (x * (1 - x))) by ring,
      Real.rpow_neg (by norm_num), ← Real.inv_rpow (by norm_num)]
    congr 1
    norm_num
  rw [hq]
  refine ⟨?_, ?_, ⟨fun h => ?_, fun h => ?_⟩, ⟨fun h => ?_, fun h => ?_⟩⟩
  · -- Bernoulli's inequality with exponent `4 x (1 - x)` in `[0, 1]`
    have hb := rpow_one_add_le_one_add_mul_self (s := -1 / 2) (by norm_num)
      (p := 4 * (x * (1 - x))) (by linarith) hv1
    rw [hpow]
    linarith
  · linarith [Real.add_one_le_exp (-2 * (x * (1 - x)))]
  · by_contra hne
    obtain ⟨ha, hb⟩ := mul_ne_zero_iff.mp hne
    have hpos : 0 < x * (1 - x) := lt_of_le_of_ne hv0 (Ne.symm ha)
    have hlt : 4 * (x * (1 - x)) < 1 := by nlinarith [sq_pos_of_ne_zero hb]
    have hs := rpow_one_add_lt_one_add_mul_self (s := -1 / 2) (by norm_num) (by norm_num)
      (p := 4 * (x * (1 - x))) (by linarith) hlt
    rw [hpow] at h
    linarith
  · rcases mul_eq_zero.mp h with h | h
    · rw [h]
      norm_num
    · have hx : x = 1 / 2 := by linarith
      have hv : x * (1 - x) = 1 / 4 := by rw [hx]; norm_num
      rw [hv, show (-4 : ℝ) * (1 / 4) = -1 by norm_num, Real.rpow_neg_one]
      norm_num
  · by_contra hne
    have hs := Real.add_one_lt_exp (x := -2 * (x * (1 - x))) (mul_ne_zero (by norm_num) hne)
    linarith
  · rw [h]
    simp
```

A single half-filled mode shows the difference: $V=\tfrac14$ and the purity is $\tfrac12=2^{-4V}$, while the upper bound is $e^{-1/2}\approx0.607$.

All factors are positive, so the inequalities multiply over the modes, and the exponents add up to $-4V$ and $-2V$. The theorem is about Gaussian states without pairing, as in the title: a BCS state with $V>0$ is pure, so it breaks the upper bound.

```lean
/-- The purity of a Gaussian state with number variance `V` lies between `2^(-4V)` and
`exp (-2V)`. -/
theorem purity_bounds {C : Matrix n n ℂ} (hC : C.PosSemidef) (hC' : (1 - C).PosSemidef) :
    (2 : ℝ) ^ (-4 * numberVariance C) ≤ gaussianPurity C ∧
    gaussianPurity C ≤ Real.exp (-2 * numberVariance C) := by
  obtain ⟨U, c, hU, hc, rfl⟩ := exists_natural_orbitals hC hC'
  obtain ⟨hd, ht⟩ := det_and_trace_orbitalOp hU c
  rw [gaussianPurity, numberVariance, hd, ht, Complex.ofReal_re, Complex.ofReal_re,
    Finset.mul_sum, Finset.mul_sum, Real.rpow_sum_of_pos two_pos, Real.exp_sum]
  -- both bounds hold mode by mode
  exact ⟨Finset.prod_le_prod (fun i _ => by positivity)
      (fun i _ => (mode_bounds (hc i).1 (hc i).2).1),
    Finset.prod_le_prod (fun i _ => by positivity)
      (fun i _ => (mode_bounds (hc i).1 (hc i).2).2.1)⟩
```

Q: When are the bounds attained?

A: If one mode is strict, the whole product is strict, again because the factors are positive; this is `Finset.prod_lt_prod`. Equality above therefore forces every $c_i(1-c_i)=0$, which is $C^2=C$: a Slater determinant, or the vacuum.

```lean
/-- The upper bound is attained exactly when the correlation matrix is a projector. -/
theorem purity_eq_upper_iff {C : Matrix n n ℂ} (hC : C.PosSemidef) (hC' : (1 - C).PosSemidef) :
    gaussianPurity C = Real.exp (-2 * numberVariance C) ↔ C * C = C := by
  obtain ⟨U, c, hU, hc, rfl⟩ := exists_natural_orbitals hC hC'
  obtain ⟨hd, ht⟩ := det_and_trace_orbitalOp hU c
  have hidem : orbitalOp U c * orbitalOp U c = orbitalOp U c ↔ ∀ i, c i * (1 - c i) = 0 := by
    rw [(orbitalOp_calculus hU).1, orbitalOp_inj hU]
    constructor
    · intro h i
      have hi : c i * c i = c i := congrFun h i
      linear_combination -hi
    · intro h
      funext i
      linear_combination -(h i)
  rw [hidem, gaussianPurity, numberVariance, hd, ht, Complex.ofReal_re, Complex.ofReal_re,
    Finset.mul_sum, Real.exp_sum]
  have hm := fun i => mode_bounds (hc i).1 (hc i).2
  constructor
  · intro h i
    by_contra hne
    -- one strict mode would make the whole product strictly smaller
    exact (Finset.prod_lt_prod (fun j _ => by nlinarith [sq_nonneg (2 * c j - 1)])
      (fun j _ => (hm j).2.1)
      ⟨i, Finset.mem_univ i, lt_of_le_of_ne (hm i).2.1 (mt (hm i).2.2.2.mp hne)⟩).ne h
  · intro h
    exact Finset.prod_congr rfl fun i _ => (hm i).2.2.2.mpr (h i)
```

Equality below forces every $c_i\in\{0,\tfrac12,1\}$, which is $C(1-C)(1-2C)=0$. Lean first splits $1-2C$ into $(1-C)-C$, so that the rules for products and complements suffice.

```lean
/-- The lower bound is attained exactly when `C (1 - C) (1 - 2C) = 0`. -/
theorem purity_eq_lower_iff {C : Matrix n n ℂ} (hC : C.PosSemidef) (hC' : (1 - C).PosSemidef) :
    gaussianPurity C = (2 : ℝ) ^ (-4 * numberVariance C) ↔
      C * (1 - C) * (1 - 2 * C) = 0 := by
  have hsplit : C * (1 - C) * (1 - 2 * C) = C * (1 - C) * (1 - C) - C * (1 - C) * C := by
    rw [two_mul]
    noncomm_ring
  rw [hsplit, sub_eq_zero]
  obtain ⟨U, c, hU, hc, rfl⟩ := exists_natural_orbitals hC hC'
  obtain ⟨hd, ht⟩ := det_and_trace_orbitalOp hU c
  obtain ⟨hmul, hsub⟩ := orbitalOp_calculus hU
  rw [hsub, hmul, hmul, hmul, orbitalOp_inj hU, gaussianPurity, numberVariance, hd, ht,
    Complex.ofReal_re, Complex.ofReal_re, Finset.mul_sum, Real.rpow_sum_of_pos two_pos]
  have hm := fun i => mode_bounds (hc i).1 (hc i).2
  constructor
  · intro h
    funext i
    have hi : c i * (1 - c i) * (1 - 2 * c i) = 0 := by
      by_contra hne
      exact (Finset.prod_lt_prod (fun j _ => by positivity) (fun j _ => (hm j).1)
        ⟨i, Finset.mem_univ i,
          lt_of_le_of_ne (hm i).1 (Ne.symm (mt (hm i).2.2.1.mp hne))⟩).ne' h
    linear_combination hi
  · intro h
    refine Finset.prod_congr rfl fun i _ => (hm i).2.2.1.mpr ?_
    have hi : c i * (1 - c i) * (1 - c i) = c i * (1 - c i) * c i := congrFun h i
    linear_combination hi

end

end GaussianPurityBounds
```

```lean
#print axioms GaussianPurityBounds.purity_eq_sum_patterns
#print axioms GaussianPurityBounds.purity_bounds
#print axioms GaussianPurityBounds.purity_eq_upper_iff
#print axioms GaussianPurityBounds.purity_eq_lower_iff
```

```
'GaussianPurityBounds.purity_eq_sum_patterns' depends on axioms: [propext, Classical.choice, Quot.sound]
'GaussianPurityBounds.purity_bounds' depends on axioms: [propext, Classical.choice, Quot.sound]
'GaussianPurityBounds.purity_eq_upper_iff' depends on axioms: [propext, Classical.choice, Quot.sound]
'GaussianPurityBounds.purity_eq_lower_iff' depends on axioms: [propext, Classical.choice, Quot.sound]
```

Q: Where would I meet this in a calculation?

A: For a Slater determinant, or a grand-canonical thermal state of non-interacting fermions without pairing, write $C$ in an orthonormal basis, restrict it to the orbitals of a subsystem, diagonalise that block and sum $-\ln(1-2c_i(1-c_i))$. The sum is the Rényi-2 entropy $S_2=-\ln\mathrm{Tr}\,\rho^2$, and logarithms avoid underflow of the determinant in large blocks. With $V$ now the number variance of the subsystem, the bounds become $2V\le S_2\le4V\ln2$, a cheap check on the code, since $V$ needs only a trace over the block. Rounding can push eigenvalues slightly outside $[0,1]$, so the check needs a tolerance. States with pairing, and exact states of interacting fermions, are in general not fixed by $C$ alone, and then these formulas don't apply. A Hartree–Fock determinant is a Slater determinant, so it is covered, with $C$ taken over spin orbitals; a spin-summed density matrix, whose eigenvalues can reach 2, must not be used in its place.
